# A triangle condition under which importance sampling cannot remove every negative propagator element of a repulsive projector potential

A semilocal pseudopotential is treated here as a real matrix on a finite set of configurations. Each angular-momentum channel l is a matrix P_l with P_l P_l = P_l, different channels multiply to zero, and the strength v_l is a constant. The physical picture is one electron at a fixed distance from one nucleus, with finitely many directions standing in for the sphere. That the channel matrices are exact projectors on this finite set is assumed, and they need not be symmetric. The kinetic energy is left out, so the propagator exp(−τV) is that of the pseudopotential V alone, with τ the imaginary time.

In diffusion Monte Carlo (DMC), a negative off-diagonal element of the propagator cannot serve as a transition probability. The theorems below give the sign of these elements for a single projector. They also give a condition on three configurations under which every nowhere-vanishing guiding function leaves at least one of them negative.

## Configurations, channels and the propagator

```lean
import Mathlib

open Matrix

namespace ProjectorPseudopotential

noncomputable section

variable {n ι : Type*} [Fintype n] [DecidableEq n] [Fintype ι] [DecidableEq ι]
```

The file loads the Mathlib library and names two finite types. The elements of `n` are the configurations x, y, z, and the elements of `ι` are the channel labels l, m. A `Matrix n n ℝ` is a real matrix whose rows and columns are labelled by configurations.

```lean
/-- The imaginary-time propagator `exp(-τ V)` of a potential matrix `V`. -/
def propagator (τ : ℝ) (V : Matrix n n ℝ) : Matrix n n ℝ :=
  NormedSpace.exp ((-τ) • V)
```

This defines the propagator as the matrix exponential

G = exp(−τV) = Σ_k (−τV)^k / k!, with k = 0, 1, 2, …

The symbol `•` multiplies a matrix by a number. Units are chosen so that τ times an energy is dimensionless.

```lean
/-- The semilocal pseudopotential `∑ v_l P_l` with strength `v l` in channel `l`. -/
def semilocal (v : ι → ℝ) (P : ι → Matrix n n ℝ) : Matrix n n ℝ :=
  ∑ l, v l • P l
```

The pseudopotential is V = Σ_l v_l P_l. Here `v l` is Lean's way of writing v_l, a function applied to its argument. The definition accepts any matrices P_l; the projector property enters later, as a hypothesis of the theorems.

```lean
/-- The importance-sampled element `ψ(x) G(x,y) / ψ(y)` for a move from `y` to `x`. -/
def guided (ψ : n → ℝ) (G : Matrix n n ℝ) (x y : n) : ℝ :=
  ψ x * G x y / ψ y
```

With a guiding function ψ, a move from y to x carries the weight

ψ(x) G(x,y) / ψ(y).

The second index is the starting point and the first is the end point. The theorems that use this definition require ψ to be nonzero everywhere, but ψ may take either sign.

## Summing the exponential series

```lean
omit [DecidableEq ι] in
/-- The scalar exponential series, in the form used for each channel. -/
private lemma hasSum_real_exp (c : ℝ) :
    HasSum (fun k : ℕ => c ^ k / (k.factorial : ℝ)) (Real.exp c) := by
  rw [Real.exp_eq_exp_ℝ, NormedSpace.exp_eq_tsum_div]
  exact (Real.summable_pow_div_factorial c).hasSum
```

For a real number c, the series Σ_k c^k / k! converges to e^c. `HasSum f a` says that the terms f add up to a. The lemma puts the scalar exponential into the form that will be needed once for each channel.

```lean
/-- For mutually orthogonal projectors, a positive power of the pseudopotential is obtained
by raising the strength of each channel to that power. -/
theorem semilocal_pow {P : ι → Matrix n n ℝ}
    (hP : ∀ l m, P l * P m = if l = m then P l else 0) (v : ι → ℝ) (k : ℕ) :
    semilocal v P ^ (k + 1) = ∑ l, v l ^ (k + 1) • P l := by
  induction k with
  | zero => simp [semilocal]
  | succ k ih =>
    rw [pow_succ, ih, semilocal, Finset.sum_mul_sum]
    refine Finset.sum_congr rfl fun l _ => ?_
    -- only the diagonal channel survives
    rw [Finset.sum_eq_single l]
    · rw [smul_mul_smul_comm, hP, if_pos rfl, ← pow_succ]
    · intro m _ hm
      rw [smul_mul_smul_comm, hP, if_neg (Ne.symm hm), smul_zero]
    · simp
```

The hypothesis `hP` is the relation P_l P_m = δ_lm P_l, written with `if … then … else`. The conclusion is

V^(k+1) = Σ_l v_l^(k+1) P_l for k = 0, 1, 2, …

The exponent starts at one because V^0 is the identity, while the channels need not add up to the identity.

The argument is induction on k. For k = 0 the statement is the definition of V. If it holds for k, then

V^(k+2) = (Σ_l v_l^(k+1) P_l)(Σ_m v_m P_m)
= Σ_l Σ_m v_l^(k+1) v_m P_l P_m
= Σ_l v_l^(k+2) P_l,

since only the terms with m = l survive. In the Lean proof, `pow_succ` splits off one factor of V, `Finset.sum_mul_sum` produces the double sum, and `Finset.sum_eq_single l` keeps the term m = l. The bullets below it evaluate that term and show that the others vanish.

```lean
/-- The propagator of a semilocal pseudopotential with mutually orthogonal channels is
`1 - ∑ (1 - exp(-τ v_l)) P_l`. -/
theorem propagator_semilocal {P : ι → Matrix n n ℝ}
    (hP : ∀ l m, P l * P m = if l = m then P l else 0) (τ : ℝ) (v : ι → ℝ) :
    propagator τ (semilocal v P) = 1 - ∑ l, (1 - Real.exp (-τ * v l)) • P l := by
  have h1 : HasSum (fun k : ℕ => ∑ l, ((-τ * v l) ^ k / (k.factorial : ℝ)) • P l)
      (∑ l, Real.exp (-τ * v l) • P l) :=
    hasSum_sum fun l _ => (hasSum_real_exp (-τ * v l)).smul_const (P l)
  have h2 : HasSum (fun k : ℕ => if k = 0 then (1 - ∑ l, P l) else 0) (1 - ∑ l, P l) :=
    hasSum_ite_eq 0 _
  -- the zeroth term of the series carries the complement of all channels
  have e : (fun k : ℕ => ((k.factorial : ℝ)⁻¹) • ((-τ) • semilocal v P) ^ k) =
      fun k : ℕ => (∑ l, ((-τ * v l) ^ k / (k.factorial : ℝ)) • P l) +
        (if k = 0 then (1 - ∑ l, P l) else 0) := by
    funext k
    rcases k with _ | k
    · simp
    · rw [if_neg (Nat.succ_ne_zero k), add_zero, smul_pow, semilocal_pow hP,
        Finset.smul_sum, Finset.smul_sum]
      refine Finset.sum_congr rfl fun l _ => ?_
      rw [smul_smul, smul_smul]
      congr 1
      rw [mul_pow]
      ring
  have hs : HasSum (fun k : ℕ => ((k.factorial : ℝ)⁻¹) • ((-τ) • semilocal v P) ^ k)
      ((∑ l, Real.exp (-τ * v l) • P l) + (1 - ∑ l, P l)) := by
    rw [e]
    exact h1.add h2
  have h3 := congrFun (NormedSpace.exp_eq_tsum (𝕂 := ℝ) (𝔸 := Matrix n n ℝ))
    ((-τ) • semilocal v P)
  refine h3.trans (hs.tsum_eq.trans ?_)
  simp only [sub_smul, one_smul, Finset.sum_sub_distrib]
  abel
```

This is the propagator with all channels present. Inserting the powers of V into the exponential series gives

exp(−τV) = 1 + Σ_{k≥1} ((−τ)^k / k!) Σ_l v_l^k P_l
= 1 + Σ_l (e^(−τv_l) − 1) P_l
= 1 − Σ_l (1 − e^(−τv_l)) P_l.

The propagator therefore multiplies the part of a vector in channel l by e^(−τv_l) and leaves alone whatever lies in no channel. The identity holds for all real τ and v_l.

Lean arranges the same sum slightly differently. In `h1` the series of every channel runs from k = 0 and adds up to Σ_l e^(−τv_l) P_l. This counts Σ_l P_l at k = 0, where the true term is the identity. The series in `h2` has the term 1 − Σ_l P_l at k = 0 and zeros after it, and corrects the difference. The step `e` checks that the two series together reproduce the exponential series term by term, using the powers found above. Then `hs` adds the two limits, `h3` identifies the matrix exponential with its series, and `abel` rearranges the result.

## The sign between two configurations

```lean
/-- The propagator of a single projector potential `v P` is `1 - (1 - exp(-τ v)) P`. -/
theorem propagator_projector {P : Matrix n n ℝ} (hP : P * P = P) (τ v : ℝ) :
    propagator τ (v • P) = 1 - (1 - Real.exp (-τ * v)) • P := by
  have h := propagator_semilocal (ι := Unit) (P := fun _ => P)
    (fun _ _ => by simp [hP]) τ (fun _ => v)
  simpa [semilocal] using h
```

For a single matrix P with P² = P the formula becomes

exp(−τvP) = 1 − (1 − e^(−τv)) P.

The proof applies the previous theorem with `Unit`, a type with exactly one element, as the set of channels.

```lean
/-- Between different configurations the propagator of `v P` has the element
`-(1 - exp(-τ v)) P(x,y)`. -/
theorem propagator_offdiag {P : Matrix n n ℝ} (hP : P * P = P) (τ v : ℝ) {x y : n}
    (hxy : x ≠ y) :
    propagator τ (v • P) x y = -((1 - Real.exp (-τ * v)) * P x y) := by
  rw [propagator_projector hP, Matrix.sub_apply, Matrix.one_apply_ne hxy, Matrix.smul_apply,
    smul_eq_mul, zero_sub]
```

If x ≠ y, the identity matrix has a zero at (x,y), and what remains is

G(x,y) = −(1 − e^(−τv)) P(x,y).

The rewriting steps read off this one element.

```lean
/-- For `τ > 0` the propagator of `v P` is negative between two different configurations
exactly when the potential element `v P(x,y)` is positive. -/
theorem propagator_neg_iff {P : Matrix n n ℝ} (hP : P * P = P) {τ : ℝ} (hτ : 0 < τ) (v : ℝ)
    {x y : n} (hxy : x ≠ y) :
    propagator τ (v • P) x y < 0 ↔ 0 < v * P x y := by
  -- the factor `1 - exp(-τ v)` has the sign of `v`
  have h1 : 0 < 1 - Real.exp (-τ * v) ↔ 0 < v := by
    rw [sub_pos, ← Real.exp_zero, Real.exp_lt_exp]
    constructor <;> intro h <;> nlinarith
  have h2 : 1 - Real.exp (-τ * v) < 0 ↔ v < 0 := by
    rw [sub_neg, ← Real.exp_zero, Real.exp_lt_exp]
    constructor <;> intro h <;> nlinarith
  rw [propagator_offdiag hP τ v hxy, neg_lt_zero, mul_pos_iff, mul_pos_iff, h1, h2]
```

For τ > 0 and x ≠ y, the theorem states that

G(x,y) < 0 exactly when v P(x,y) > 0.

A repulsive projector, v > 0, thus has a negative propagator element wherever P(x,y) > 0. An attractive one, v < 0, has a negative element wherever P(x,y) < 0.

The reason is that 1 − e^(−τv) has the same sign as v when τ is positive. In Lean, `h1` is the positive case and `h2` the negative one. The lemma `mul_pos_iff` then says that a product is positive when both factors are positive or both are negative, and this is applied to each side of the equivalence.

For short times, −τV(x,y) is the leading off-diagonal term for any matrix V with V(x,y) ≠ 0, so the sign is as expected. The condition P² = P extends this to every τ > 0. Without it the statement can fail. Take the 3 × 3 matrix N with N₁₂ = N₁₃ = N₂₃ = 1 and all other elements zero. It cannot be diagonalised, so it is an algebraic example and not a physical potential. Then N² has a single nonzero element, (N²)₁₃ = 1, and N³ = 0. With v = 1 and τ = 3,

exp(−3N)₁₃ = −3 + 9/2 = 3/2,

which is positive although vN₁₃ = 1 is positive too.

## Three moves around a triangle

```lean
omit [Fintype n] [DecidableEq n] in
/-- The product of importance-sampled elements around a closed triangle of moves does not depend on
the guiding function, provided that this function vanishes nowhere. -/
theorem guided_triangle (G : Matrix n n ℝ) {ψ : n → ℝ} (hψ : ∀ s, ψ s ≠ 0) (x y z : n) :
    guided ψ G x y * guided ψ G y z * guided ψ G z x = G x y * G y z * G z x := by
  have hx := hψ x
  have hy := hψ y
  have hz := hψ z
  simp only [guided]
  field_simp
```

The guided elements for the moves y → x, z → y and x → z are multiplied together. The values of ψ enter as

(ψ(x)/ψ(y)) · (ψ(y)/ψ(z)) · (ψ(z)/ψ(x)) = 1,

so the product equals G(x,y) G(y,z) G(z,x) for every nowhere-vanishing ψ. This holds for any matrix G. The tactic `field_simp` does the cancellation, using the three facts that ψ(x), ψ(y) and ψ(z) are nonzero.

```lean
/-- If a repulsive projector has a positive product of elements around a triangle of distinct
configurations, then for `τ > 0` and every nowhere-vanishing guiding function at least one
importance-sampled propagator element on that triangle is negative. -/
theorem guided_negative_on_triangle {P : Matrix n n ℝ} (hP : P * P = P) {τ v : ℝ}
    (hτ : 0 < τ) (hv : 0 < v) {x y z : n} (hxy : x ≠ y) (hyz : y ≠ z) (hzx : z ≠ x)
    (hloop : 0 < P x y * P y z * P z x) {ψ : n → ℝ} (hψ : ∀ s, ψ s ≠ 0) :
    guided ψ (propagator τ (v • P)) x y < 0 ∨ guided ψ (propagator τ (v • P)) y z < 0 ∨
      guided ψ (propagator τ (v • P)) z x < 0 := by
  by_contra hcon
  simp only [not_or, not_lt] at hcon
  obtain ⟨h1, h2, h3⟩ := hcon
  have hprod := mul_nonneg (mul_nonneg h1 h2) h3
  -- the guiding function drops out of the closed loop
  rw [guided_triangle _ hψ, propagator_offdiag hP τ v hxy, propagator_offdiag hP τ v hyz,
    propagator_offdiag hP τ v hzx] at hprod
  have ha : 0 < 1 - Real.exp (-τ * v) := by
    rw [sub_pos, ← Real.exp_zero, Real.exp_lt_exp]
    nlinarith
  have hpos := mul_pos (pow_pos ha 3) hloop
  nlinarith [hpos, hprod]
```

Here P is a projector, τ and v are positive, and x, y, z are three distinct configurations with

P(x,y) P(y,z) P(z,x) > 0.

The conclusion is that, for every nowhere-vanishing ψ, at least one of the three guided elements is negative; the symbol `∨` means "or". Which of them is negative may depend on ψ.

Write a = 1 − e^(−τv), which is positive. By the triangle identity, the product of the three guided elements is

(−a P(x,y)) (−a P(y,z)) (−a P(z,x)) = −a³ P(x,y) P(y,z) P(z,x) < 0.

Three nonnegative numbers cannot have a negative product, so one of the elements is negative. The Lean proof follows this by contradiction. `by_contra` assumes that none of the three is negative, and `hprod` records that their product is then nonnegative. The rewriting replaces that product by the expression above, `hpos` states that a³ P(x,y) P(y,z) P(z,x) is positive, and `nlinarith` finds the contradiction.

For this finite, single-projector model without kinetic energy, neither another nowhere-vanishing guiding function nor a shorter time step makes all three guided elements on such a triangle nonnegative. T-moves in DMC deal with negative elements of this kind: they keep as moves the nonlocal matrix elements whose sign is favourable after importance sampling, and put the others into a local term.

With only two configurations there is no such triangle, and a sign change in ψ can be enough. Let all four elements of P be 1/2, and let ψ = (1, −1). For τ, v > 0 the off-diagonal elements of G are −(1 − e^(−τv))/2, and the guided ones are +(1 − e^(−τv))/2. The diagonal elements, (1 + e^(−τv))/2, are positive and do not change.

## An example on three sites

```lean
/-- The projector onto the uniform state of three sites. -/
def uniformProjector : Matrix (Fin 3) (Fin 3) ℝ := Matrix.of fun _ _ => 1 / 3
```

`Fin 3` is the set of sites 0, 1, 2. Every element of this matrix, called U here, is 1/3. It projects onto the normalised uniform vector (1, 1, 1)/√3, the analogue of an s channel, whose wave function is the same in all directions.

```lean
/-- Two channels on three sites: the uniform state and its complement. -/
def siteChannel : Fin 2 → Matrix (Fin 3) (Fin 3) ℝ :=
  ![uniformProjector, 1 - uniformProjector]
```

The two channels, labelled 0 and 1, are U and its complement 1 − U.

```lean
/-- The two channels on three sites are mutually orthogonal projectors, and the uniform
projector has a positive product of elements around the triangle of sites. -/
theorem siteChannel_witness :
    (∀ l m, siteChannel l * siteChannel m = if l = m then siteChannel l else 0) ∧
      0 < uniformProjector 0 1 * uniformProjector 1 2 * uniformProjector 2 0 := by
  have h : uniformProjector * uniformProjector = uniformProjector := by
    ext i j
    norm_num [uniformProjector, Matrix.mul_apply, Fin.sum_univ_succ]
  constructor
  · intro l m
    fin_cases l <;> fin_cases m <;> simp [siteChannel, mul_sub, sub_mul, h]
  · norm_num [uniformProjector]

end

end ProjectorPseudopotential
```

The theorem confirms that these matrices satisfy the assumptions made above. Each element of U² is 3 · (1/3)² = 1/3, so U² = U. It follows that

U(1 − U) = (1 − U)U = 0 and (1 − U)² = 1 − 2U + U² = 1 − U.

The product around the triangle is U(0,1) U(1,2) U(2,0) = 1/27 > 0. In the proof, `h` is the identity U² = U, `fin_cases` goes through the four pairs of channels, and `norm_num` does the arithmetic.

The triangle theorem therefore applies to the potential vU for all τ, v > 0. Before importance sampling, every off-diagonal element of its propagator is −(1 − e^(−τv))/3, and every nowhere-vanishing ψ on the three sites leaves at least one negative element on the triangle.

```lean
#print axioms ProjectorPseudopotential.propagator_neg_iff
#print axioms ProjectorPseudopotential.guided_negative_on_triangle
```

```
'ProjectorPseudopotential.propagator_neg_iff' depends on axioms: [propext, Classical.choice, Quot.sound]
'ProjectorPseudopotential.guided_negative_on_triangle' depends on axioms: [propext, Classical.choice, Quot.sound]
```
